# Removing the highest angular momentum from a hydrogen shell at fixed m always creates or destroys the line without linear Stark shift

## A line at zero shift after leaving out 4f

Leaving the 4f state out of a Stark calculation for the $n=4$, $m=0$ states of hydrogen gives me a line in the plot of energy against field that these states do not have in hydrogen. With 4s, 4p, 4d and 4f, the first-order shifts in a field $F$ are $\pm 6F$ and $\pm 18F$ in atomic units. With only 4s, 4p and 4d, they are $0$ and about $\pm 17.2F$. I expected the smaller basis to give less accurate slopes, but not a state that ignores the field to first order.

For $n=3$, $m=0$ the opposite happens: the full set has an unshifted line, and it disappears when I leave out 3d. Are these accidents of the hydrogen matrix elements, or does this happen in every shell?

## The number of retained angular momenta decides

It happens in every shell and for every $m$. If the retained angular momenta are consecutive, starting from the lowest, an unshifted line exists exactly when their number is odd. Removing the highest one changes that number by one, so the line always appears or disappears.

**Why parity decides.** Write $m$ for the absolute magnetic quantum number. At a fixed magnetic quantum number, the shell contains one state for each $l=m,\dots,n-1$, which makes $k=n-m$ states. Number them by $i=l-m$, from $0$ to $k-1$. To first order in the field, the shifts are $F$ times the eigenvalues of $z$ within the shell. The operator $z$ conserves the magnetic quantum number and connects only $l$ and $l\pm1$. Its matrix therefore has a zero diagonal and couplings $b_i$ between positions $i$ and $i+1$, all of them nonzero.

An unshifted state has amplitudes $v_i$, not all zero, that the matrix sends to zero. Set $v_k=0$ just beyond the end. For $k\ge 2$ the first row reads

$$b_0v_1=0,$$

so $v_1=0$. The later rows read

$$b_{i+1}v_{i+2}+b_iv_i=0,\qquad i+1<k.$$

As long as $i+2<k$, this can be solved for the next amplitude:

$$v_{i+2}=-\frac{b_i}{b_{i+1}}\,v_i .$$

All odd amplitudes vanish, because $v_1$ does. The even ones are nonzero multiples of $v_0$:

$$v_{2q}=v_0\prod_{s=0}^{q-1}\left(-\frac{b_{2s}}{b_{2s+1}}\right).$$

The last row is the one with $i+2=k$. Since $v_k=0$, it demands $b_{k-2}v_{k-2}=0$.

- If $k$ is odd and at least 3, then $k-2$ is odd, so $v_{k-2}$ is already zero. The row is satisfied, and the unshifted state exists and is unique up to a factor.
- If $k$ is even and at least 2, then $k-2$ is even. The row forces $v_{k-2}=0$, hence $v_0=0$, and every amplitude vanishes.

For $k=1$ the matrix is the single entry $0$, and the one state is unshifted. For $k=0$ there is no state at all.

In your truncated $n=4$ case, $b_0=6\sqrt5$ and $b_1=6\sqrt{16/5}$, so $b_0/b_1=5/4$. With phases chosen so that the couplings are positive, the spurious state is

$$\frac{4\,|4s\rangle-5\,|4d\rangle}{\sqrt{41}} .$$

Its 4s and 4d parts send opposite amplitudes into 4p, which cancel. In the full shell 4d also couples to 4f, and nothing cancels that amplitude.

**What the Lean statements say.** `chain b k` is the $k\times k$ matrix with coupling `b i` between positions `i` and `i + 1`. `IsSlope A μ` says that `μ` is an eigenvalue of `A` with a nonzero real eigenvector; physically, `μ` is the first-order energy shift per unit field. `IsSlope A 0` therefore means that an unshifted line exists.

`unshifted_iff_odd` is the parity criterion. Its hypothesis `hb` requires every coupling inside the chain to be nonzero, which means that no neighbouring pair of angular momenta is decoupled. At $k=2$ the criterion fails if $b_0$ may vanish, since the matrix is then zero and both states are unshifted. Under the same hypothesis on the original chain, `truncation_switches` says that deleting the last row and column gives a matrix with an unshifted line exactly when the original had none.

For hydrogen, `zElement n m l` is the closed formula for the magnitude of the matrix element between $l-1$ and $l$:

$$\frac{3n}{2}\sqrt{\frac{(n^2-l^2)(l^2-m^2)}{4l^2-1}} .$$

The file takes this formula as a definition and does not derive it from the hydrogen wavefunctions. Using magnitudes fixes a phase convention for the basis states, which leaves the eigenvalues unchanged. `hydrogenStark m k` is the matrix for all states of the shell $n=m+k$ at fixed $m$.

The final theorem, `hydrogen_unshifted_line`, uses size `k + 1`, so that there is always a state to remove, and here $n=m+k+1$. Its first half says that the full set of states at fixed $m$ has an unshifted line exactly when $n-m$ is odd. Its second half is the switch under removal of the highest $l$. The truncated matrix keeps the matrix elements of the original $n$; when at least two states remain, it therefore differs from the Stark matrix of the shell below.

The model is one degenerate shell of nonrelativistic, spinless hydrogen, treated to first order in the field. Fine structure, mixing between shells and the quadratic shift are absent, and so is the removal of an intermediate $l$.

```lean
import Mathlib

open Matrix

namespace StarkUnshiftedLine

noncomputable section

/-- The real symmetric tridiagonal `k × k` matrix with zero diagonal whose entry between
the neighbouring positions `i` and `i + 1` is `b i`. -/
def chain (b : ℕ → ℝ) (k : ℕ) : Matrix (Fin k) (Fin k) ℝ :=
  Matrix.of fun i j =>
    (if (i : ℕ) + 1 = (j : ℕ) then b i else 0) + (if (j : ℕ) + 1 = (i : ℕ) then b j else 0)

/-- `μ` is a linear Stark slope of the perturbation matrix `A`: an eigenvalue of `A` with a
nonzero eigenvector. -/
def IsSlope {k : ℕ} (A : Matrix (Fin k) (Fin k) ℝ) (μ : ℝ) : Prop :=
  ∃ v : Fin k → ℝ, v ≠ 0 ∧ A *ᵥ v = μ • v

/-- Candidate amplitudes for an unshifted state, built up in steps of two from amplitude 1 at
position 0 and amplitude 0 at position 1. The formula is meant for nonzero couplings `b`. -/
def zeroMode (b : ℕ → ℝ) : ℕ → ℝ
  | 0 => 1
  | 1 => 0
  | i + 2 => -(b i / b (i + 1)) * zeroMode b i

/-- In each row of the chain matrix acting on `w`, only neighbouring positions contribute; the
amplitude `w k` just beyond the end of the chain is set to zero. -/
theorem chain_mulVec (b w : ℕ → ℝ) {k : ℕ} (hw : w k = 0) (i : Fin k) :
    (chain b k *ᵥ fun j : Fin k => w j) i =
      b i * w (i + 1) + (if (i : ℕ) = 0 then 0 else b (i - 1) * w (i - 1)) := by
  have h : (chain b k *ᵥ fun j : Fin k => w j) i = ∑ j ∈ Finset.range k,
      ((if (i : ℕ) + 1 = j then b i else 0) + (if j + 1 = (i : ℕ) then b j else 0)) * w j := by
    rw [← Fin.sum_univ_eq_sum_range (fun j =>
      ((if (i : ℕ) + 1 = j then b i else 0) + (if j + 1 = (i : ℕ) then b j else 0)) * w j) k]
    rfl
  rw [h]
  simp only [add_mul, Finset.sum_add_distrib, ite_mul, zero_mul]
  congr 1
  · -- the upper neighbour, which is missing at the end of the chain
    rw [Finset.sum_ite_eq]
    split_ifs with h1
    · rfl
    · have h2 : (i : ℕ) + 1 = k := by
        have := i.2
        rw [Finset.mem_range] at h1
        omega
      rw [h2, hw, mul_zero]
  · -- the lower neighbour, which is missing at position 0
    rcases i with ⟨_ | i, hi⟩
    · simp
    · rw [Finset.sum_eq_single i]
      · simp
      · intro j _ hj
        simp [hj]
      · intro h3
        exact absurd (Finset.mem_range.2 (by omega)) h3

/-- Every row after the first combines two amplitudes that lie two positions apart, with the
amplitude `w k` beyond the end of the chain set to zero. -/
theorem chain_mulVec_succ (b w : ℕ → ℝ) {k : ℕ} (hw : w k = 0) (i : ℕ) (hi : i + 1 < k) :
    (chain b k *ᵥ fun j : Fin k => w j) ⟨i + 1, hi⟩ = b (i + 1) * w (i + 2) + b i * w i :=
  (chain_mulVec b w hw ⟨i + 1, hi⟩).trans (by simp)

/-- The sequence `zeroMode` vanishes at every odd position. -/
theorem zeroMode_odd (b : ℕ → ℝ) (p : ℕ) : zeroMode b (2 * p + 1) = 0 := by
  induction p with
  | zero => simp [zeroMode]
  | succ p ih => rw [show 2 * (p + 1) + 1 = (2 * p + 1) + 2 by ring, zeroMode, ih, mul_zero]

/-- If all couplings in a chain of length `k` are nonzero, a state annihilated by the chain
matrix is fixed by its first amplitude: it is that amplitude times `zeroMode`. -/
theorem kernel_eq {b : ℕ → ℝ} {k : ℕ} (hb : ∀ i, i + 1 < k → b i ≠ 0) (w : ℕ → ℝ)
    (hw : w k = 0) (h : (chain b k *ᵥ fun j : Fin k => w j) = 0) :
    ∀ j, j < k → w j = w 0 * zeroMode b j := by
  intro j
  induction j using Nat.strong_induction_on with
  | _ j ih =>
    intro hj
    match j, ih, hj with
    | 0, _, _ => simp [zeroMode]
    | 1, _, hj =>
      have r := chain_mulVec b w hw ⟨0, by omega⟩
      rw [h] at r
      have hb0 := hb 0 (by omega)
      simpa [zeroMode, hb0] using r.symm
    | j + 2, ih, hj =>
      have r := chain_mulVec_succ b w hw j (by omega)
      rw [h, Pi.zero_apply] at r
      have h1 := hb (j + 1) (by omega)
      have e := ih j (by omega) (by omega)
      apply mul_left_cancel₀ h1
      have e2 : b (j + 1) * (w 0 * (-(b j / b (j + 1)) * zeroMode b j))
          = -(b j * (w 0 * zeroMode b j)) := by field_simp
      rw [zeroMode, e2, ← e]
      linarith

/-- In a chain of odd length with nonzero couplings, the vectors sent to zero by the chain matrix
are exactly the multiples of `zeroMode`. -/
theorem unshifted_state_unique {b : ℕ → ℝ} {k : ℕ} (hb : ∀ i, i + 1 < k → b i ≠ 0)
    (hk : Odd k) (v : Fin k → ℝ) :
    chain b k *ᵥ v = 0 ↔ ∃ c : ℝ, v = c • fun j : Fin k => zeroMode b j := by
  constructor
  · intro h
    -- continue the state by zero beyond the chain
    let w : ℕ → ℝ := fun j => if hj : j < k then v ⟨j, hj⟩ else 0
    have hv : (fun j : Fin k => w j) = v := by
      funext j
      simp [w]
    have hker := kernel_eq hb w (by simp [w]) (by rw [hv]; exact h)
    exact ⟨w 0, by rw [← hv]; exact funext fun j => hker j j.2⟩
  · rintro ⟨c, rfl⟩
    obtain ⟨p, rfl⟩ := hk
    have h0 : (chain b (2 * p + 1) *ᵥ fun j : Fin (2 * p + 1) => zeroMode b j) = 0 := by
      funext i
      rcases i with ⟨_ | i, hi⟩
      · rw [chain_mulVec b (zeroMode b) (zeroMode_odd b p)]
        simp [zeroMode]
      · rw [chain_mulVec_succ b (zeroMode b) (zeroMode_odd b p) i hi, Pi.zero_apply]
        have hz : zeroMode b (i + 2) = -(b i / b (i + 1)) * zeroMode b i := by rw [zeroMode]
        rw [hz]
        rcases Nat.even_or_odd' i with ⟨q, hq | hq⟩
        · have h1 := hb (i + 1) (by omega)
          have e : b (i + 1) * (-(b i / b (i + 1)) * zeroMode b i)
              = -(b i * zeroMode b i) := by field_simp
          rw [e]
          ring
        · rw [hq, zeroMode_odd]
          ring
    rw [Matrix.mulVec_smul, h0, smul_zero]

/-- A chain of `k` states with nonzero neighbour couplings has a line without linear Stark
shift if and only if `k` is odd. -/
theorem unshifted_iff_odd {b : ℕ → ℝ} {k : ℕ} (hb : ∀ i, i + 1 < k → b i ≠ 0) :
    IsSlope (chain b k) 0 ↔ Odd k := by
  constructor
  · rintro ⟨v, hv, h⟩
    rw [zero_smul] at h
    by_contra hk
    rw [Nat.not_odd_iff_even] at hk
    obtain ⟨p, hp⟩ := hk
    let w : ℕ → ℝ := fun j => if hj : j < k then v ⟨j, hj⟩ else 0
    have hwv : (fun j : Fin k => w j) = v := by
      funext j
      simp [w]
    have hw : w k = 0 := by simp [w]
    rw [← hwv] at h hv
    clear_value w
    have hker := kernel_eq hb w hw h
    have hz : ∀ q, 2 * q < k → zeroMode b (2 * q) ≠ 0 := by
      intro q
      induction q with
      | zero => intro _; simp [zeroMode]
      | succ q ih =>
        intro hq
        rw [show 2 * (q + 1) = 2 * q + 2 by ring, zeroMode]
        exact mul_ne_zero (neg_ne_zero.2 (div_ne_zero (hb _ (by omega)) (hb _ (by omega))))
          (ih (by omega))
    apply hv
    funext j
    have hj := j.2
    obtain ⟨q, hq⟩ : ∃ q, k = 2 * q + 2 := ⟨p - 1, by omega⟩
    -- the last row forces the last even amplitude, hence all amplitudes, to vanish
    have r := chain_mulVec_succ b w hw (2 * q) (by omega)
    rw [h, Pi.zero_apply, ← hq, hw, mul_zero, zero_add] at r
    have r1 := (mul_eq_zero.1 r.symm).resolve_left (hb _ (by omega))
    rw [hker (2 * q) (by omega)] at r1
    have w0 := (mul_eq_zero.1 r1).resolve_right (hz q (by omega))
    change w j = 0
    rw [hker j hj, w0, zero_mul]
  · intro hk
    refine ⟨fun j => zeroMode b j, ?_, ?_⟩
    · intro h
      have h0 := congrFun h ⟨0, hk.pos⟩
      simp [zeroMode] at h0
    · rw [zero_smul]
      exact (unshifted_state_unique hb hk _).2 ⟨1, by rw [one_smul]⟩

/-- With nonzero couplings, deleting the last state of a chain creates the unshifted line if it
was absent and destroys it if it was present. -/
theorem truncation_switches {b : ℕ → ℝ} {k : ℕ} (hb : ∀ i, i + 1 < k + 1 → b i ≠ 0) :
    IsSlope ((chain b (k + 1)).submatrix Fin.castSucc Fin.castSucc) 0 ↔
      ¬ IsSlope (chain b (k + 1)) 0 := by
  have h : (chain b (k + 1)).submatrix Fin.castSucc Fin.castSucc = chain b k := by
    ext i j
    simp [chain]
  rw [h, unshifted_iff_odd (fun i hi => hb i (by omega)), unshifted_iff_odd hb,
    Nat.odd_add_one, not_not]

/-- Magnitude, in atomic units, of the hydrogen matrix element of `z` between angular momenta
`l - 1` and `l` in shell `n`, where `m` is the absolute magnetic quantum number and
`m < l < n`. -/
def zElement (n m l : ℕ) : ℝ :=
  3 / 2 * (n : ℝ) *
    √(((n : ℝ) ^ 2 - (l : ℝ) ^ 2) * ((l : ℝ) ^ 2 - (m : ℝ) ^ 2) / (4 * (l : ℝ) ^ 2 - 1))

/-- The linear Stark matrix per unit field of the hydrogen manifold with absolute magnetic
quantum number `m` and `n = m + k`, in the basis `l = m, …, n - 1`. -/
def hydrogenStark (m k : ℕ) : Matrix (Fin k) (Fin k) ℝ :=
  chain (fun i => zElement (m + k) m (m + i + 1)) k

/-- The hydrogen matrix element of `z` between `l - 1` and `l` is nonzero for `m < l < n`. -/
theorem zElement_ne_zero {n m l : ℕ} (h1 : m < l) (h2 : l < n) : zElement n m l ≠ 0 := by
  have a1 : (m : ℝ) < l := by exact_mod_cast h1
  have a2 : (l : ℝ) < n := by exact_mod_cast h2
  have a3 : (0 : ℝ) ≤ m := Nat.cast_nonneg m
  have a4 : (1 : ℝ) ≤ l := by exact_mod_cast (by omega : 1 ≤ l)
  have c1 : 0 < (n : ℝ) ^ 2 - (l : ℝ) ^ 2 := by nlinarith
  have c2 : 0 < (l : ℝ) ^ 2 - (m : ℝ) ^ 2 := by nlinarith
  have c3 : 0 < 4 * (l : ℝ) ^ 2 - 1 := by nlinarith
  have c4 : (0 : ℝ) < n := by linarith
  have c5 := Real.sqrt_pos.2 (div_pos (mul_pos c1 c2) c3)
  exact (mul_pos (mul_pos (by norm_num) c4) c5).ne'

/-- A hydrogen manifold with `n = m + k + 1` has an unshifted line exactly when `n - m` is odd,
and removing its highest angular momentum always switches the existence of that line. -/
theorem hydrogen_unshifted_line (m k : ℕ) :
    (IsSlope (hydrogenStark m (k + 1)) 0 ↔ Odd (k + 1)) ∧
    (IsSlope ((hydrogenStark m (k + 1)).submatrix Fin.castSucc Fin.castSucc) 0 ↔
      ¬ IsSlope (hydrogenStark m (k + 1)) 0) := by
  have hb : ∀ i, i + 1 < k + 1 → zElement (m + (k + 1)) m (m + i + 1) ≠ 0 :=
    fun i hi => zElement_ne_zero (by omega) (by omega)
  exact ⟨unshifted_iff_odd hb, truncation_switches hb⟩

end

end StarkUnshiftedLine
```

```lean
#print axioms StarkUnshiftedLine.hydrogen_unshifted_line
```

```
'StarkUnshiftedLine.hydrogen_unshifted_line' depends on axioms: [propext, Classical.choice, Quot.sound]
```

**How the Lean proof matches the algebra.** `chain_mulVec` computes a row of the matrix acting on a vector. The amplitudes are given as a function `w` on all natural numbers with `w k = 0`, which is the convention $v_k=0$ above. The proof splits the sum into an upper-neighbour and a lower-neighbour part, and each keeps at most one term. `chain_mulVec_succ` specialises this to the rows after the first, each of which combines two amplitudes that lie two positions apart.

`zeroMode` is the recursion for $v_i$ with $v_0=1$ and $v_1=0$, so it is in general not normalised. `zeroMode_odd` shows by induction that it vanishes at odd positions.

`kernel_eq` proves that every vector sent to zero is `w 0` times `zeroMode`. It uses strong induction on the position. Position 0 is immediate, position 1 comes from the first row, and position `j + 2` comes from the row at `j + 1`, where `mul_left_cancel₀` removes the nonzero coupling `b (j + 1)`.

`unshifted_state_unique` treats odd $k$. In one direction it continues the given vector by zero beyond the chain and applies `kernel_eq`. In the other it checks that `zeroMode` satisfies every row. In row `i + 1`, the two terms cancel by the recursion when `i` is even, and both amplitudes vanish when `i` is odd. The last row of a chain with at least three states is of the second kind.

`unshifted_iff_odd` adds the even case by contradiction. It writes $k=2q+2$ and reads off $b_{2q}w_{2q}=0$ from the last row. The auxiliary statement `hz` says that `zeroMode` is nonzero at even positions inside the chain, so `w 0` must vanish, and with it the whole vector. For odd $k$ the required nonzero vector is `zeroMode`, whose first amplitude is 1.

`truncation_switches` first checks entry by entry that the submatrix is `chain b k`. The parity criterion then applies to both sizes, and exactly one of $k$ and $k+1$ is odd. For hydrogen, `zElement_ne_zero` shows that every factor in the formula is positive when $m<l<n$, which supplies `hb`.

**For your calculation.** In a first-order treatment of a single degenerate hydrogen shell, an unshifted line that comes or goes when the top angular momentum is left out reflects the size of the basis. Before interpreting such a line, check that all $n-m$ angular momenta are present.
